# The Dyson equation carries the fermionic fluctuation-dissipation relation from self-energies to Green's functions

At a fixed real frequency w, measured from the chemical potential in units with ħ = 1, let R, A and K be the retarded, advanced and Keldysh Green's functions of fermions in a finite orthonormal basis, solving the Dyson equation with self-energies SR, SA and SK. Then K = R SK A, and if SK = tanh(βw/2) (SR − SA) at inverse temperature β, then K = tanh(βw/2) (R − A).

In Lean 4 with Mathlib:

```lean
import Mathlib

open Matrix
open Complex (I)

namespace KeldyshFluctuationDissipation

noncomputable section

/-- A contour Green's function at fixed frequency: four matrix blocks labelled by the
forward (`p`) and backward (`m`) branches of the time contour. -/
structure ContourGF (n : Type*) where
  pp : Matrix n n ℂ
  pm : Matrix n n ℂ
  mp : Matrix n n ℂ
  mm : Matrix n n ℂ

variable {n : Type*}

/-- The retarded function `R = G++ - G+-`. -/
def ContourGF.retarded (G : ContourGF n) : Matrix n n ℂ := G.pp - G.pm

/-- The advanced function `A = G++ - G-+`. -/
def ContourGF.advanced (G : ContourGF n) : Matrix n n ℂ := G.pp - G.mp

/-- The Keldysh function `K = G+- + G-+`. -/
def ContourGF.keldysh (G : ContourGF n) : Matrix n n ℂ := G.pm + G.mp

/-- Half the amount by which the sum rule `G++ + G-- = G+- + G-+` is violated. -/
def ContourGF.defect (G : ContourGF n) : Matrix n n ℂ :=
  (1 / 2 : ℂ) • (G.pp + G.mm - G.pm - G.mp)

/-- The defect vanishes exactly when the four blocks obey the sum rule. -/
theorem defect_eq_zero_iff (G : ContourGF n) :
    G.defect = 0 ↔ G.pp + G.mm = G.pm + G.mp := by
  simp only [ContourGF.defect]
  constructor
  · intro h
    linear_combination (norm := module) (2 : ℂ) • h
  · intro h
    linear_combination (norm := module) (1 / 2 : ℂ) • h

variable [Fintype n] [DecidableEq n]

/-- The Keldysh rotation: a sign change of the backward branch, followed by a rotation
by 45 degrees in the space of the two branches. -/
def keldyshRotation (G : ContourGF n) : Matrix (n ⊕ n) (n ⊕ n) ℂ :=
  (1 / 2 : ℂ) • (fromBlocks 1 (-1) 1 1 * fromBlocks 1 0 0 (-1) *
    fromBlocks G.pp G.pm G.mp G.mm * fromBlocks 1 1 (-1) 1)

/-- The inverse propagator `w - h - S` for a Hamiltonian `h` and a self-energy `S`. -/
def invProp (w : ℝ) (h S : Matrix n n ℂ) : Matrix n n ℂ := (w : ℂ) • 1 - h - S

/-- The Dyson operator in Keldysh space, with retarded, advanced and Keldysh
self-energies `SR`, `SA` and `SK`. -/
def dysonOperator (w : ℝ) (h SR SA SK : Matrix n n ℂ) : Matrix (n ⊕ n) (n ⊕ n) ℂ :=
  fromBlocks (invProp w h SR) (-SK) 0 (invProp w h SA)

/-- For arbitrary blocks, the rotated Green's function carries the sum-rule defect in its
lower left corner. -/
theorem keldyshRotation_eq (G : ContourGF n) :
    keldyshRotation G = fromBlocks (G.retarded - G.defect) (G.keldysh + G.defect)
      G.defect (G.advanced - G.defect) := by
  simp only [keldyshRotation, fromBlocks_multiply, fromBlocks_smul, fromBlocks_inj,
    ContourGF.retarded, ContourGF.advanced, ContourGF.keldysh, ContourGF.defect,
    one_mul, mul_one, neg_mul, mul_neg, mul_zero, add_zero, zero_add, neg_neg]
  refine ⟨?_, ?_, ?_, ?_⟩ <;> module

/-- The Keldysh rotation gives the triangular form `[[R, K], [0, A]]` exactly when
`G++ + G-- = G+- + G-+`. -/
theorem keldyshRotation_triangular_iff (G : ContourGF n) :
    keldyshRotation G = fromBlocks G.retarded G.keldysh 0 G.advanced ↔
      G.pp + G.mm = G.pm + G.mp := by
  rw [← defect_eq_zero_iff, keldyshRotation_eq, fromBlocks_inj]
  constructor
  · rintro ⟨-, -, hd, -⟩
    exact hd
  · intro hd
    rw [hd]
    simp

/-- If the rotated Green's function inverts the Dyson operator, then the sum rule holds,
`R` and `A` invert their propagator blocks, and `K (w - h - SA) = R SK`. -/
theorem dyson_blocks {G : ContourGF n} {w : ℝ} {h SR SA SK : Matrix n n ℂ}
    (hD : keldyshRotation G * dysonOperator w h SR SA SK = 1) :
    G.pp + G.mm = G.pm + G.mp ∧ G.retarded * invProp w h SR = 1 ∧
      G.advanced * invProp w h SA = 1 ∧ G.keldysh * invProp w h SA = G.retarded * SK := by
  rw [keldyshRotation_eq, dysonOperator, fromBlocks_multiply] at hD
  obtain ⟨h11, h12, h21, h22⟩ := fromBlocks_inj.mp (hD.trans fromBlocks_one.symm)
  rw [mul_zero, add_zero] at h11 h21
  -- the retarded block is invertible, so the defect must vanish
  have hd : G.defect = 0 := by
    calc G.defect = G.defect * (invProp w h SR * (G.retarded - G.defect)) := by
          rw [mul_eq_one_comm.mp h11, mul_one]
      _ = 0 := by rw [← mul_assoc, h21, zero_mul]
  rw [hd, sub_zero] at h11
  rw [hd, sub_zero, add_zero, mul_neg] at h12
  rw [hd, sub_zero, zero_mul, zero_add] at h22
  exact ⟨(defect_eq_zero_iff G).mp hd, h11, h22, (neg_add_eq_zero.mp h12).symm⟩

/-- The Keldysh equation `K = R SK A` for a Green's function that solves the Dyson
equation. -/
theorem keldysh_equation {G : ContourGF n} {w : ℝ} {h SR SA SK : Matrix n n ℂ}
    (hD : keldyshRotation G * dysonOperator w h SR SA SK = 1) :
    G.keldysh = G.retarded * SK * G.advanced := by
  obtain ⟨-, -, hA, hK⟩ := dyson_blocks hD
  rw [← hK, mul_assoc, mul_eq_one_comm.mp hA, mul_one]

/-- For a solution of the Dyson equation and any scalar `c`, the self-energies obey
`SK = c (SR - SA)` exactly when the Green's functions obey `K = c (R - A)`. -/
theorem keldysh_proportional_iff {G : ContourGF n} {w : ℝ} {h SR SA SK : Matrix n n ℂ}
    (hD : keldyshRotation G * dysonOperator w h SR SA SK = 1) (c : ℂ) :
    SK = c • (SR - SA) ↔ G.keldysh = c • (G.retarded - G.advanced) := by
  obtain ⟨-, hR, hA, hK⟩ := dyson_blocks hD
  have hR' := mul_eq_one_comm.mp hR
  have hA' := mul_eq_one_comm.mp hA
  have hS : SR - SA = invProp w h SA - invProp w h SR := by
    simp only [invProp]
    abel
  constructor
  · intro hc
    -- R - A = R (SR - SA) A
    have hRA : G.retarded * (SR - SA) * G.advanced = G.retarded - G.advanced := by
      rw [hS, mul_sub, sub_mul, hR, one_mul, mul_assoc, hA', mul_one]
    rw [keldysh_equation hD, hc, mul_smul_comm, smul_mul_assoc, hRA]
  · intro hc
    -- strip the propagators from both sides
    have hRA : invProp w h SR * ((G.retarded - G.advanced) * invProp w h SA) = SR - SA := by
      rw [hS, sub_mul, hA, mul_sub, mul_one, ← mul_assoc, hR', one_mul]
    calc SK = invProp w h SR * (G.keldysh * invProp w h SA) := by
          rw [hK, ← mul_assoc, hR', one_mul]
      _ = c • (SR - SA) := by rw [hc, smul_mul_assoc, mul_smul_comm, hRA]

/-- Fluctuation-dissipation relation: if the self-energies of a solution of the Dyson
equation obey `SK = tanh(β w / 2) (SR - SA)`, then `K = tanh(β w / 2) (R - A)`. -/
theorem fluctuation_dissipation {G : ContourGF n} {β w : ℝ} {h SR SA SK : Matrix n n ℂ}
    (hD : keldyshRotation G * dysonOperator w h SR SA SK = 1)
    (hS : SK = (Real.tanh (β * w / 2) : ℂ) • (SR - SA)) :
    G.keldysh = (Real.tanh (β * w / 2) : ℂ) • (G.retarded - G.advanced) :=
  (keldysh_proportional_iff hD _).mp hS

/-- The Fermi function at inverse temperature `β`, with the energy `w` measured from the
chemical potential. -/
def fermi (β w : ℝ) : ℝ := 1 / (Real.exp (β * w) + 1)

/-- The thermal factor is `tanh(β w / 2) = 1 - 2 f(w)`, with `f` the Fermi function. -/
theorem tanh_eq_fermi (β w : ℝ) : Real.tanh (β * w / 2) = 1 - 2 * fermi β w := by
  have h2 : Real.exp (β * w) = Real.exp (β * w / 2) * Real.exp (β * w / 2) := by
    rw [← Real.exp_add]
    congr 1
    ring
  have he := Real.exp_pos (β * w / 2)
  rw [Real.tanh_eq_sinh_div_cosh, Real.sinh_eq, Real.cosh_eq, Real.exp_neg, fermi, h2]
  generalize Real.exp (β * w / 2) = e at he ⊢
  field_simp
  ring

omit [Fintype n] [DecidableEq n] in
/-- If `K = tanh(β w / 2) (R - A)`, then the lesser function is `G+- = -f (R - A)` and the
greater function is `G-+ = (1 - f) (R - A)`, with `f` the Fermi function. -/
theorem lesser_greater_fermi {G : ContourGF n} {β w : ℝ}
    (hK : G.keldysh = (Real.tanh (β * w / 2) : ℂ) • (G.retarded - G.advanced)) :
    G.pm = -(fermi β w : ℂ) • (G.retarded - G.advanced) ∧
      G.mp = (1 - (fermi β w : ℂ)) • (G.retarded - G.advanced) := by
  rw [tanh_eq_fermi] at hK
  push_cast at hK
  simp only [ContourGF.keldysh, ContourGF.retarded, ContourGF.advanced] at hK ⊢
  constructor <;> linear_combination (norm := module) (1 / 2 : ℂ) • hK

/-- Contour Green's function of resonant levels with unit damping and thermal factor `c`. -/
def resonantGF (n : Type*) [DecidableEq n] (c : ℝ) : ContourGF n where
  pp := (-I * c) • 1
  pm := (I * (1 - c)) • 1
  mp := (-I * (1 + c)) • 1
  mm := (-I * c) • 1

/-- The resonant levels solve the Dyson equation with `h = w`, `SR = -i`, `SA = i` and
`SK = c (SR - SA)`. -/
theorem dyson_witness (w c : ℝ) :
    keldyshRotation (resonantGF n c) * dysonOperator w ((w : ℂ) • 1) ((-I) • 1) (I • 1)
      ((c : ℂ) • ((-I) • 1 - I • 1)) = 1 := by
  have hs : (resonantGF n c).pp + (resonantGF n c).mm =
      (resonantGF n c).pm + (resonantGF n c).mp := by
    simp only [resonantGF]
    module
  have hR : (resonantGF n c).retarded = (-I) • 1 := by
    simp only [ContourGF.retarded, resonantGF]
    module
  have hA : (resonantGF n c).advanced = I • 1 := by
    simp only [ContourGF.advanced, resonantGF]
    module
  have hK : (resonantGF n c).keldysh = (-2 * I * c) • 1 := by
    simp only [ContourGF.keldysh, resonantGF]
    module
  have hDR : invProp w ((w : ℂ) • (1 : Matrix n n ℂ)) ((-I) • 1) = I • 1 := by
    simp only [invProp]
    module
  have hDA : invProp w ((w : ℂ) • (1 : Matrix n n ℂ)) (I • 1) = (-I) • 1 := by
    simp only [invProp]
    module
  have hm : ∀ a b : ℂ, (a • (1 : Matrix n n ℂ)) * (b • 1) = (a * b) • 1 := by
    intro a b
    rw [smul_mul_smul_comm, one_mul]
  have hSK : -((c : ℂ) • ((-I) • (1 : Matrix n n ℂ) - I • 1)) = (2 * I * c) • 1 := by
    module
  rw [(keldyshRotation_triangular_iff _).mpr hs, hR, hA, hK, dysonOperator, hDR, hDA, hSK,
    fromBlocks_multiply, ← fromBlocks_one, fromBlocks_inj]
  refine ⟨?_, ?_, ?_, ?_⟩
  · rw [hm, mul_zero, add_zero, show -I * I = 1 by simp, one_smul]
  · rw [hm, hm]
    module
  · simp
  · rw [hm, zero_mul, zero_add, show I * -I = 1 by simp, one_smul]

end

end KeldyshFluctuationDissipation
```

```lean
#print axioms KeldyshFluctuationDissipation.fluctuation_dissipation
-- 'KeldyshFluctuationDissipation.fluctuation_dissipation' depends on axioms: [propext, Classical.choice, Quot.sound]
#print axioms KeldyshFluctuationDissipation.lesser_greater_fermi
-- 'KeldyshFluctuationDissipation.lesser_greater_fermi' depends on axioms: [propext, Classical.choice, Quot.sound]
```

## Spectrum and occupation

R and A describe which states are available to the particles; K also records how those states are filled. In thermal equilibrium the filling is fixed by temperature and chemical potential, so K should follow from R − A.

`ContourGF` holds four complex matrices. The letters `p` and `m` label the forward (+) and backward (−) branches of the time contour, so `pm` is the lesser function G+- and `mp` the greater function G-+. The definitions are

R = G++ − G+-,  A = G++ − G-+,  K = G+- + G-+.

The index type `n` labels a finite orthonormal basis, `w` stands for the usual ω with ħ = 1, and energies are measured from the chemical potential. The hypothesis `hD` says that the rotated Green's function times `dysonOperator` is the identity. The matrix `h` need not be Hermitian, and SR and SA need not be adjoints of each other.

The condition on SK in `fluctuation_dissipation` represents fermionic self-energies in thermal equilibrium at a single temperature and chemical potential. It is assumed here, not derived from a thermal density matrix.

## The sum rule follows from the Dyson equation

Let D = (G++ + G-- − G+- − G-+)/2, called `defect` in the code. Multiplying out the rotation gives, for any four blocks,

[[R − D, K + D], [D, A − D]].

This is `keldyshRotation_eq`, where `module` checks each block. The matrix is therefore [[R, K], [0, A]] exactly when D = 0, that is, when G++ + G-- = G+- + G-+.

Write PR = w − h − SR and PA = w − h − SA. The Dyson operator is [[PR, −SK], [0, PA]], and the left column of the product gives

(R − D) PR = 1,  D PR = 0.

The first equation makes PR invertible, so the second forces D = 0. The sum rule is thus a consequence of `hD`, through the zero in the lower left corner of the Dyson operator, and not a further assumption. The remaining blocks become

R PR = 1,  A PA = 1,  K PA = R SK.

`dyson_blocks` collects these results. For finite square matrices a one-sided inverse is two-sided, which the proofs use through `mul_eq_one_comm`. Multiplying the last equation by A on the right gives `keldysh_equation`:

K = R SK A.

The minus sign in front of SK in the Dyson operator is easily lost; with +SK there, the same algebra would give K = −R SK A.

## From self-energies to Green's functions and back

Since PA − PR = SR − SA,

R (SR − SA) A = R PA A − R PR A = R − A.

If SK = c (SR − SA) with a scalar c, then c moves through the products and K = c (R − A). Conversely, if K = c (R − A), then

SK = PR K PA = c PR (R − A) PA = c (PA − PR) = c (SR − SA).

`keldysh_proportional_iff` proves both directions for every complex c, and `fluctuation_dissipation` sets c = tanh(βw/2).

With the Fermi function f = 1/(exp(βw) + 1) and e = exp(βw/2),

tanh(βw/2) = (e² − 1)/(e² + 1) = 1 − 2f.

Because R − A = G-+ − G+-, the lesser and greater functions are half the difference and half the sum of K and R − A. If K = tanh(βw/2) (R − A), this gives

G+- = (K − (R − A))/2 = −f (R − A),
G-+ = (K + (R − A))/2 = (1 − f) (R − A).

These are `tanh_eq_fermi` and `lesser_greater_fermi`. For a steady state, the Keldysh equation gives K at each frequency where the Dyson operator is invertible, and the lesser function then follows as (K − (R − A))/2. The thermal relation applies when SK = c (SR − SA) with the single factor c = tanh(βw/2).

## One resonant level

`dyson_witness` shows that the Dyson equation has solutions for every real c. For a single level with h = w, SR = −i and SA = i, one finds R = −i, A = i and SK = K = −2ic. The occupied fraction of the states at frequency w is (1 − c)/2, so only |c| ≤ 1 is physical for fermions. At c = 1 the lesser function vanishes and the states at this frequency are empty; at c = −1 the greater function vanishes and they are full. These are the zero-temperature limits of tanh(βw/2) for w > 0 and w < 0.
